# With elastic relaxation, the logarithmic stripe model of stress domains has a single energy minimum, below the uniform surface, for any wall energy

If I test a striped surface only at short periods, costly domain walls make the stripes lose, and I wrongly conclude that the surface stays uniform. The model I have in mind gives the energy per area, relative to the uniform surface, as

$$E(l,p)=\frac{1}{l}\left[C_1-C_2\ln\frac{l\sin(\pi p)}{\pi a}\right],\qquad l>0,\quad 0<p<1.$$

Here $l$ is the stripe period, $p$ the area fraction of one domain type, $C_1$ the wall energy (of the two walls in one period together, per unit wall length), $C_2$ the strength of elastic relaxation and $a$ a microscopic cutoff length. For $C_2>0$ and $a>0$, I believe that the unique global minimum is at $p=1/2$ and $l_0=\pi a\,e^{1+C_1/C_2}$, with the negative value $-C_2/l_0$, however large $C_1$ is. Can this be made rigorous, over both variables at once, and machine-checked?

## Measuring the period in units of $l_0$

Yes. The global statement follows from one exact identity and two elementary inequalities. Write $s=\sin(\pi p)$, which is positive for $0<p<1$, and set $x=ls/l_0$. By the definition of $l_0$,

$$\frac{ls}{\pi a}=x\,e^{1+C_1/C_2},\qquad \ln\frac{ls}{\pi a}=\ln x+1+\frac{C_1}{C_2}.$$

The wall energy then cancels from the bracket, which leaves

$$E(l,p)=-\frac{C_2}{l}(1+\ln x).$$

Since $C_2s/l_0=(C_2/l)\,x$, adding this term gives

$$E(l,p)+\frac{C_2s}{l_0}=\frac{C_2}{l}\,(x-1-\ln x).$$

The logarithm lies below its tangent at one: $\ln x\le x-1$ for $x>0$, with equality only at $x=1$. Hence, at fixed $p$,

$$E(l,p)\ge-\frac{C_2s}{l_0},$$

with equality only at $l=l_0/s$.

It remains to compare different area fractions. We have $s=\cos(\pi p-\pi/2)$ with an argument strictly between $-\pi/2$ and $\pi/2$, so $s\le1$, with equality only at $p=1/2$. Therefore

$$E(l,p)\ge-\frac{C_2s}{l_0}\ge-\frac{C_2}{l_0}.$$

The two equalities hold together only at $p=1/2$, $l=l_0$. The value there is negative because $C_2$ and $l_0$ are positive.

The sign of $E$ also shows when a given pattern beats the uniform surface. Since $l$ and $C_2$ are positive, $E<0$ means $\ln(ls/(\pi a))>C_1/C_2$, that is,

$$l\sin(\pi p)>\pi a\,e^{C_1/C_2}=l_0/e.$$

At equal fractions, stripes with a period below $l_0/e$ therefore cost energy even though longer ones gain it. For supercell calculations this is a warning, within this continuum model of straight periodic stripes, against ruling out domains from short periods alone.

If $C_2=0$ and $C_1>0$, then $E=C_1/l$. This is positive and strictly decreasing in $l$, so no finite period is optimal.

Here is the complete Lean file.

```lean
import Mathlib

open Real

namespace StressDomains

noncomputable section

/-- Energy per area, relative to the uniform surface, of a striped surface with period `l` and area
fraction `p` of one domain type; `C1` is the wall energy (both walls of one period together, per
unit wall length), `C2` the strength of elastic relaxation and `a` the microscopic cutoff. The
domain is `a > 0`, `l > 0`, `0 < p < 1`. -/
def domainEnergy (C1 C2 a l p : ℝ) : ℝ :=
  (C1 - C2 * log (l * sin (π * p) / (π * a))) / l

/-- The period `π a exp (1 + C1 / C2)`, meaningful only for `C2 ≠ 0`. -/
def naturalPeriod (C1 C2 a : ℝ) : ℝ :=
  π * a * exp (1 + C1 / C2)

/-- The natural period is positive for a positive cutoff. -/
theorem naturalPeriod_pos (C1 C2 : ℝ) {a : ℝ} (ha : 0 < a) :
    0 < naturalPeriod C1 C2 a := by
  unfold naturalPeriod
  positivity

/-- The geometric factor `sin (π p)` is positive when both domain types are present. -/
theorem sin_fraction_pos {p : ℝ} (hp0 : 0 < p) (hp1 : p < 1) : 0 < sin (π * p) := by
  apply sin_pos_of_pos_of_lt_pi
  · positivity
  · nlinarith [pi_pos]

/-- The geometric factor reaches one only for equal area fractions. -/
theorem sin_fraction_eq_one_iff {p : ℝ} (hp0 : 0 < p) (hp1 : p < 1) :
    sin (π * p) = 1 ↔ p = 1 / 2 := by
  have h : sin (π * p) = cos (π * p - π / 2) := (cos_sub_pi_div_two _).symm
  rw [h, cos_eq_one_iff_of_lt_of_lt (by nlinarith [pi_pos]) (by nlinarith [pi_pos])]
  constructor
  · intro h0
    have h1 : π * (p - 1 / 2) = 0 := by linarith
    rcases mul_eq_zero.mp h1 with h2 | h2
    · exact absurd h2 pi_ne_zero
    · linarith
  · intro h0
    rw [h0]
    ring

/-- The energy above `-C2 sin (π p) / l0`, with `l0` the natural period, equals
`(C2 / l) (x - 1 - log x)`, where `x = l sin (π p) / l0`. -/
theorem energy_excess (C1 : ℝ) {C2 a l p : ℝ} (hC2 : 0 < C2) (ha : 0 < a) (hl : 0 < l)
    (hp0 : 0 < p) (hp1 : p < 1) :
    domainEnergy C1 C2 a l p + C2 * sin (π * p) / naturalPeriod C1 C2 a =
      C2 / l * (l * sin (π * p) / naturalPeriod C1 C2 a - 1
        - log (l * sin (π * p) / naturalPeriod C1 C2 a)) := by
  have hs := sin_fraction_pos hp0 hp1
  have hn := naturalPeriod_pos C1 C2 ha
  -- measure the period in units of the natural period
  have hlog : log (l * sin (π * p) / (π * a)) =
      log (l * sin (π * p) / naturalPeriod C1 C2 a) + (1 + C1 / C2) := by
    have h : l * sin (π * p) / (π * a) =
        l * sin (π * p) / naturalPeriod C1 C2 a * exp (1 + C1 / C2) := by
      unfold naturalPeriod
      have he := exp_pos (1 + C1 / C2)
      generalize exp (1 + C1 / C2) = e at he ⊢
      field_simp
    rw [h, log_mul (by positivity) (exp_ne_zero _), log_exp]
  unfold domainEnergy
  rw [hlog]
  generalize log (l * sin (π * p) / naturalPeriod C1 C2 a) = L
  field_simp
  ring

/-- At fixed area fraction `p` the energy has its unique minimum over all periods at
`l0 / sin (π p)`, with value `-C2 sin (π p) / l0`, where `l0` is the natural period. -/
theorem optimal_period_at_fixed_fraction (C1 : ℝ) {C2 a p : ℝ} (hC2 : 0 < C2) (ha : 0 < a)
    (hp0 : 0 < p) (hp1 : p < 1) :
    domainEnergy C1 C2 a (naturalPeriod C1 C2 a / sin (π * p)) p =
        -(C2 * sin (π * p) / naturalPeriod C1 C2 a) ∧
      ∀ l, 0 < l → l ≠ naturalPeriod C1 C2 a / sin (π * p) →
        -(C2 * sin (π * p) / naturalPeriod C1 C2 a) < domainEnergy C1 C2 a l p := by
  have hs := sin_fraction_pos hp0 hp1
  have hn := naturalPeriod_pos C1 C2 ha
  constructor
  · have h := energy_excess C1 hC2 ha (div_pos hn hs) hp0 hp1
    rw [div_mul_cancel₀ _ hs.ne', div_self hn.ne', log_one, sub_self, sub_zero, mul_zero] at h
    linarith
  · intro l hl hne
    have hx : l * sin (π * p) / naturalPeriod C1 C2 a ≠ 1 := by
      intro h
      rw [div_eq_one_iff_eq hn.ne'] at h
      exact hne ((eq_div_iff hs.ne').mpr h)
    -- the logarithm lies strictly below its tangent away from one
    have hlt := log_lt_sub_one_of_pos (div_pos (mul_pos hl hs) hn) hx
    have hpos := mul_pos (div_pos hC2 hl) (sub_pos.mpr hlt)
    have h := energy_excess C1 hC2 ha hl hp0 hp1
    linarith

/-- For any wall energy `C1`, the domain energy has its unique global minimum at the natural
period and equal area fractions, and its value there, `-C2 / l0`, is negative. -/
theorem stress_domains_form (C1 : ℝ) {C2 a : ℝ} (hC2 : 0 < C2) (ha : 0 < a) :
    domainEnergy C1 C2 a (naturalPeriod C1 C2 a) (1 / 2) = -C2 / naturalPeriod C1 C2 a ∧
      -C2 / naturalPeriod C1 C2 a < 0 ∧
      ∀ l p, 0 < l → 0 < p → p < 1 → (l, p) ≠ (naturalPeriod C1 C2 a, 1 / 2) →
        domainEnergy C1 C2 a (naturalPeriod C1 C2 a) (1 / 2) < domainEnergy C1 C2 a l p := by
  have hn := naturalPeriod_pos C1 C2 ha
  have hhalf : sin (π * (1 / 2)) = 1 :=
    (sin_fraction_eq_one_iff (by norm_num) (by norm_num)).mpr rfl
  obtain ⟨hval, hmin⟩ := optimal_period_at_fixed_fraction C1 (p := 1 / 2) hC2 ha
    (by norm_num) (by norm_num)
  rw [hhalf, div_one, mul_one] at hval
  rw [hhalf, div_one, mul_one] at hmin
  refine ⟨by rw [hval, neg_div], div_neg_of_neg_of_pos (neg_lt_zero.mpr hC2) hn, ?_⟩
  intro l p hl hp0 hp1 hne
  rw [hval]
  by_cases hp : p = 1 / 2
  · subst hp
    exact hmin l hl (fun h => hne (by rw [h]))
  · -- for unequal fractions the lower bound at fixed `p` already exceeds the minimum value
    have hs := sin_fraction_pos hp0 hp1
    have hs1 : sin (π * p) < 1 :=
      lt_of_le_of_ne (sin_le_one _) (fun h => hp ((sin_fraction_eq_one_iff hp0 hp1).mp h))
    have hlog := log_le_sub_one_of_pos (div_pos (mul_pos hl hs) hn)
    have hnonneg := mul_nonneg (div_pos hC2 hl).le (sub_nonneg.mpr hlog)
    have h := energy_excess C1 hC2 ha hl hp0 hp1
    have hlt : C2 * sin (π * p) / naturalPeriod C1 C2 a < C2 / naturalPeriod C1 C2 a :=
      div_lt_div_of_pos_right (by nlinarith) hn
    linarith

/-- A stripe pattern has lower energy than the uniform surface exactly when
`l sin (π p)` exceeds `π a exp (C1 / C2)`. -/
theorem domains_favoured_iff (C1 : ℝ) {C2 a l p : ℝ} (hC2 : 0 < C2) (ha : 0 < a) (hl : 0 < l)
    (hp0 : 0 < p) (hp1 : p < 1) :
    domainEnergy C1 C2 a l p < 0 ↔ π * a * exp (C1 / C2) < l * sin (π * p) := by
  have hs := sin_fraction_pos hp0 hp1
  have hpa : 0 < π * a := mul_pos pi_pos ha
  rw [domainEnergy, div_lt_iff₀ hl, zero_mul, sub_neg, ← div_lt_iff₀' hC2,
    lt_log_iff_exp_lt (div_pos (mul_pos hl hs) hpa), lt_div_iff₀ hpa, mul_comm (exp _)]

/-- Without elastic relaxation (`C2 = 0`) and with positive wall energy, every stripe pattern
costs energy, and a longer period always costs less. -/
theorem no_domains_without_relaxation {C1 l l' : ℝ} (a p : ℝ) (hC1 : 0 < C1) (hl : 0 < l)
    (hll : l < l') :
    0 < domainEnergy C1 0 a l p ∧ domainEnergy C1 0 a l' p < domainEnergy C1 0 a l p := by
  simp only [domainEnergy, zero_mul, sub_zero]
  exact ⟨div_pos hC1 hl, div_lt_div_of_pos_left hC1 hl hll⟩

end

end StressDomains
```

```lean
#print axioms StressDomains.stress_domains_form
#print axioms StressDomains.domains_favoured_iff
#print axioms StressDomains.no_domains_without_relaxation
```

```
'StressDomains.stress_domains_form' depends on axioms: [propext, Classical.choice, Quot.sound]
'StressDomains.domains_favoured_iff' depends on axioms: [propext, Classical.choice, Quot.sound]
'StressDomains.no_domains_without_relaxation' depends on axioms: [propext, Classical.choice, Quot.sound]
```

## What the Lean theorems say about the surface

`domainEnergy C1 C2 a l p` is $E(l,p)$, and `naturalPeriod C1 C2 a` is $l_0$. All quantities are real numbers in consistent units: $C_1$ and $C_2$ are energies per length, $a$ and $l$ are lengths. `log` is the natural logarithm, and the uniform surface is the zero of energy.

The main theorem, `stress_domains_form`, assumes only `0 < C2` and `0 < a`, and puts no condition on `C1`. It has three parts:

- The energy at $(l_0,1/2)$ is $-C_2/l_0$.
- This value is negative.
- Every other pair $(l,p)$ with $l>0$ and $0<p<1$ has strictly higher energy.

The strict inequality in the last part expresses both global minimality and uniqueness.

`optimal_period_at_fixed_fraction` is the corresponding result when $p$ is held fixed, and `domains_favoured_iff` is the criterion for $E<0$. Both again assume $C_2>0$ and $a>0$. `no_domains_without_relaxation` treats $C_2=0$ with positive wall energy.

The condition $C_2>0$ means that the surface stresses of the two domain types pull on a wall with forces that do not cancel: the walls then exert forces on the substrate, and the resulting elastic deformation lowers the total energy of surface and substrate. The cutoff $a$ marks the length below which continuum elasticity fails.

The logarithmic energy is taken as given and is not derived from elasticity. It assumes a substrate much thicker than the stripe period. It also assumes that the two domain types have equal surface energy, so that either uniform surface can serve as the zero. The model has no temperature, kinetics or finite terrace size, and it compares straight periodic stripes only with one another and with the uniform surface. The period ranges over all positive lengths, so for sufficiently negative $C_1$ the minimum falls below $a$, where the model loses its physical meaning. For large $C_1/C_2$ the minimum exists, but its period is exponentially long and its energy gain exponentially small.

## How the proof follows the identity

`naturalPeriod_pos` and `sin_fraction_pos` supply the signs needed for the divisions and logarithms. `sin_fraction_eq_one_iff` rewrites the sine as a shifted cosine and finds $p=1/2$ as the only solution.

`energy_excess` is the exact identity. Its intermediate statement `hlog` splits the logarithm into $\ln x$ and $1+C_1/C_2$. The remaining logarithm is then replaced by a plain variable `L`, and `field_simp` and `ring` finish the algebra.

In `optimal_period_at_fixed_fraction`, inserting $l=l_0/s$ makes $x=1$ and gives the minimum value. For any other period, `hx` shows $x\ne1$, and `log_lt_sub_one_of_pos` provides the strict tangent inequality.

`stress_domains_form` splits on whether $p=1/2$. If it is, the period must differ from $l_0$, and the fixed-fraction theorem applies. If it is not, the weak inequality $\ln x\le x-1$ suffices, because $\sin(\pi p)<1$ already makes the comparison strict.

`domains_favoured_iff` clears the positive denominators and exponentiates the logarithmic inequality. In `no_domains_without_relaxation`, simplification reduces the energy to $C_1/l$, and the two claims are then facts about dividing a positive number.
